# A state that minimises the mean energy within a symmetry sector is an eigenvector of the full Hamiltonian

Let `H` be a symmetric linear operator defined on the whole of a complex inner product space, of finite or infinite dimension, and let `P` be a linear map that commutes with `H`; the sector is the set of vectors that `P` leaves fixed. The theorem says that if a nonzero `v` in the sector has the least Rayleigh quotient ⟨x, Hx⟩/‖x‖² among the nonzero vectors x there, then `H v = μ v`, where μ is that least value. Vectors need not be normalised, and the existence of a minimiser is assumed. The proof forms the residual w = Hv − μv, shows that it lies in the sector too, and varies v to v + tw with t real. Minimality makes a quadratic in t with no constant term and linear coefficient 2‖w‖² nonnegative for all t, and its discriminant then forces w = 0.

Lean 4 with Mathlib refuses this proof:

```lean
import Mathlib

open Module

noncomputable section

namespace SymmetryRestrictedRitz

variable {E : Type*} [NormedAddCommGroup E] [InnerProductSpace ℂ E]

/-- The Rayleigh quotient of `H` at a nonzero vector `x`, taken with the real part of `⟨x, Hx⟩`. -/
def rayleigh (H : E →ₗ[ℂ] E) (x : E) : ℝ :=
  (inner ℂ x (H x)).re / ‖x‖ ^ 2

/-- A lower bound `c` on the Rayleigh quotient at `x` bounds the unnormalised energy by
`c ‖x‖²`, also when `x = 0`. -/
theorem energy_bound (H : E →ₗ[ℂ] E) (x : E) {c : ℝ} (h : x ≠ 0 → c ≤ rayleigh H x) :
    c * ‖x‖ ^ 2 ≤ (inner ℂ x (H x)).re := by
  by_cases hx : x = 0
  · simp [hx]
  · exact (le_div_iff₀ (pow_pos (norm_pos_iff.2 hx) 2)).1 (h hx)

/-- Every minimiser of the Rayleigh quotient within a symmetry sector is an eigenvector of
the full Hamiltonian. -/
theorem sector_minimizer_is_eigenvector {H P : E →ₗ[ℂ] E} (hH : H.IsSymmetric)
    (hc : H ∘ₗ P = P ∘ₗ H) {v : E} (hv : v ≠ 0) (hPv : P v = v)
    (hmin : ∀ x, x ≠ 0 → P x = x → rayleigh H v ≤ rayleigh H x) :
    H v = (rayleigh H v : ℂ) • v := by
  have hn : ∀ y : E, (inner ℂ y y).re = ‖y‖ ^ 2 :=
    fun y => inner_self_eq_norm_sq (𝕜 := ℂ) y
  have hv2 : ‖v‖ ^ 2 ≠ 0 := pow_ne_zero 2 (norm_ne_zero_iff.2 hv)
  have hv0 : rayleigh H v * ‖v‖ ^ 2 = (inner ℂ v (H v)).re := div_mul_cancel₀ _ hv2
  generalize rayleigh H v = μ at hmin hv0 ⊢
  have hshift : ∀ x : E, (inner ℂ x (H x - (μ : ℂ) • x)).re
      = (inner ℂ x (H x)).re - μ * ‖x‖ ^ 2 := by
    intro x
    rw [inner_sub_right, inner_smul_right, Complex.sub_re, Complex.re_ofReal_mul, hn]
  -- the residual w stays in the sector
  obtain ⟨w, hw⟩ : ∃ w, w = H v - (μ : ℂ) • v := ⟨_, rfl⟩
  have hPw : P w = w := by
    have h1 : H (P v) = P (H v) := LinearMap.congr_fun hc v
    rw [hw, map_sub, map_smul, ← h1, hPv]
  obtain ⟨u, hu⟩ : ∃ u, u = H w - (μ : ℂ) • w := ⟨_, rfl⟩
  have hvw : (inner ℂ v w).re = 0 := by
    rw [hw, hshift, hv0, sub_self]
  have hvu : (inner ℂ v u).re = ‖w‖ ^ 2 := by
    have h1 : inner ℂ v u = inner ℂ w w := by
      conv_rhs => rw [hw, inner_sub_left, inner_smul_left, Complex.conj_ofReal, ← hw]
      rw [hu, inner_sub_right, inner_smul_right, hH v w]
    rw [h1, hn]
  -- vary v along w
  have hquad : ∀ t : ℝ, 0 ≤ (inner ℂ w u).re * (t * t) + (2 * ‖w‖ ^ 2) * t + 0 := by
    intro t
    have hP : P (v + (t : ℂ) • w) = v + (t : ℂ) • w := by
      rw [map_add, map_smul, hPv, hPw]
    have h1 := energy_bound H (v + (t : ℂ) • w) (fun h => hmin _ h hP)
    have h2 := hshift (v + (t : ℂ) • w)
    have h3 : H (v + (t : ℂ) • w) - (μ : ℂ) • (v + (t : ℂ) • w) = w + (t : ℂ) • u := by
      rw [hu, map_add, map_smul]
      nth_rewrite 3 [hw]
      module
    rw [h3] at h2
    simp only [inner_add_left (𝕜 := ℂ) v, inner_add_right (𝕜 := ℂ) _ w,
      inner_smul_left, inner_smul_right, Complex.conj_ofReal, Complex.add_re,
      Complex.re_ofReal_mul, hvw, hvu, hn w] at h2
    linarith
  have hd := discrim_le_zero hquad
  have hw0 : ‖w‖ ^ 2 = 0 := by
    unfold discrim at hd
    nlinarith [sq_nonneg (‖w‖ ^ 2)]
  have hwz : w = 0 := norm_eq_zero.1 (pow_eq_zero_iff two_ne_zero |>.1 hw0)
  exact sub_eq_zero.1 (hw.symm.trans hwz)

end SymmetryRestrictedRitz
```

The compiler's answer:

```
Main.lean:66:4: error: linarith failed to find a contradiction
E : Type u_1
inst✝¹ : NormedAddCommGroup E
inst✝ : InnerProductSpace ℂ E
H P : E →ₗ[ℂ] E
hH : H.IsSymmetric
hc : H ∘ₗ P = P ∘ₗ H
v : E
hv : v ≠ 0
hPv : P v = v
hn : ∀ (y : E), (inner ℂ y y).re = ‖y‖ ^ 2
hv2 : ‖v‖ ^ 2 ≠ 0
μ : ℝ
hmin : ∀ (x : E), x ≠ 0 → P x = x → μ ≤ rayleigh H x
hv0 : μ * ‖v‖ ^ 2 = (inner ℂ v (H v)).re
hshift : ∀ (x : E), (inner ℂ x (H x - ↑μ • x)).re = (inner ℂ x (H x)).re - μ * ‖x‖ ^ 2
w : E
hw : w = H v - ↑μ • v
hPw : P w = w
u : E
hu : u = H w - ↑μ • w
hvw : (inner ℂ v w).re = 0
hvu : (inner ℂ v u).re = ‖w‖ ^ 2
t : ℝ
hP : P (v + ↑t • w) = v + ↑t • w
h1 : μ * ‖v + ↑t • w‖ ^ 2 ≤ (inner ℂ (v + ↑t • w) (H (v + ↑t • w))).re
h3 : H (v + ↑t • w) - ↑μ • (v + ↑t • w) = w + ↑t • u
h2 :
  0 + t * ‖w‖ ^ 2 + (t * ‖w‖ ^ 2 + t * (t * (inner ℂ w u).re)) =
    (inner ℂ v (H (v + ↑t • w))).re + t * (inner ℂ w (H (v + ↑t • w))).re - μ * ‖v + ↑t • w‖ ^ 2
a✝ : (inner ℂ w u).re * (t * t) + 2 * ‖w‖ ^ 2 * t + 0 < 0
⊢ False
failed
```

What went wrong. The one error is that `linarith` could not derive the nonnegativity of the quadratic from `h1` and `h2`. Write x for v + tw. The bound `h1` contains the energy `(inner ℂ x (H x)).re` whole. In `h2` the same energy stood on the right-hand side, and the `simp only` call, meant to expand the left-hand side, split it as well, into `(inner ℂ v (H x)).re + t * (inner ℂ w (H x)).re`. `linarith` does not know that the inner product is additive, so it treats these as unrelated quantities and cannot combine the two facts.

The repair uses `h1` before anything is expanded. The new `h2` says only that the real part of ⟨x, w + tu⟩ is nonnegative. To prove it, `rw [← h3, hshift]` turns that real part into the energy of x minus μ‖x‖², with the energy still whole, and `linarith` finishes from `h1`. The later `simp only` then has just the wanted inner product to expand, and the final `linarith` succeeds. The old `h2` and its rewrite by `h3` are dropped because the new statement replaces them; the blank line left behind has no effect.

Fix (accepted with no message):

```diff
@@ -55,10 +55,12 @@
       rw [map_add, map_smul, hPv, hPw]
     have h1 := energy_bound H (v + (t : ℂ) • w) (fun h => hmin _ h hP)
-    have h2 := hshift (v + (t : ℂ) • w)
+
     have h3 : H (v + (t : ℂ) • w) - (μ : ℂ) • (v + (t : ℂ) • w) = w + (t : ℂ) • u := by
       rw [hu, map_add, map_smul]
       nth_rewrite 3 [hw]
       module
-    rw [h3] at h2
+    have h2 : 0 ≤ (inner ℂ (v + (t : ℂ) • w) (w + (t : ℂ) • u)).re := by
+      rw [← h3, hshift]
+      linarith
     simp only [inner_add_left (𝕜 := ℂ) v, inner_add_right (𝕜 := ℂ) _ w,
       inner_smul_left, inner_smul_right, Complex.conj_ofReal, Complex.add_re,
```
